# Two-sided bounds for the first-order 1s shift due to a uniformly charged nucleus

Take a nonrelativistic electron in the 1s state of a point nucleus of charge Z, in atomic units. Its radial density, volume element included, is 4Z³ r² exp(-2Zr). Now spread the nuclear charge uniformly over a sphere of radius R. The potential energy changes only for r < R, where it rises by

Z(R - r)²(2R + r) / (2R³r).

First-order perturbation theory averages this rise over the unperturbed density. If the exponential is replaced by 1, a polynomial integral remains:

(2Z⁴/R³) ∫₀ᴿ r(2R³ - 3R²r + r³) dr = (2Z⁴/R³)(R⁵/5) = 2Z⁴R²/5.

Inside the nucleus the true exponential lies between exp(-2ZR) and 1, and the rise is never negative. The first-order shift therefore lies between exp(-2ZR) · 2Z⁴R²/5 and 2Z⁴R²/5.

The same argument works when r² in the density becomes r^s with any real s > 0. This covers the Dirac ground state of a point nucleus, for which s = 2γ, with γ = √(1 - Z²/c²), Z < c and c the speed of light.

## The sphere, the density and the shift

```lean
import Mathlib

open MeasureTheory Filter Topology

namespace UniformSphereShift

noncomputable section
```

The first line loads Mathlib, Lean's mathematical library. The `open` line allows short names for integrals and limits, and the namespace keeps the names below together.

```lean
/-- Potential energy of an electron inside a uniformly charged sphere of charge `Z` and
radius `R`, in atomic units. -/
def spherePotential (Z R r : ℝ) : ℝ := -Z * (3 - r ^ 2 / R ^ 2) / (2 * R)
```

This is the potential energy inside the sphere,

V(r) = -Z(3 - r²/R²) / (2R).

The symbol `ℝ` says that Z, R and r are real numbers. No sign is imposed here; positivity enters as a hypothesis of each theorem that needs it. The formula is used only up to r = R, where it meets the point-nucleus value -Z/r.

```lean
/-- Normalisation constant of the radial density with exponent `s`. -/
def amplitude (Z s : ℝ) : ℝ := (2 * Z) ^ (s + 1) / Real.Gamma (s + 1)
```

Call this constant K:

K = (2Z)^(s+1) / Γ(s+1).

At s = 2 it equals 4Z³.

```lean
/-- The radial density with exponent `s`: `r ^ s * exp (-2 Z r)` times the constant `amplitude Z s`.
-/
def density (Z s r : ℝ) : ℝ := amplitude Z s * (r ^ s * Real.exp (-(2 * Z * r)))
```

The radial density is

ρ(r) = K r^s exp(-2Zr).

It is a definition, not something derived from the Schrödinger or Dirac equation. The exponent s is an independent parameter: s = 2 gives the nonrelativistic 1s density, and s = 2γ gives that of the Dirac ground state.

```lean
/-- First-order energy shift when the point nucleus is replaced by the uniform sphere. -/
def shift (Z R s : ℝ) : ℝ :=
  ∫ r in (0 : ℝ)..R, (spherePotential Z R r + Z / r) * density Z s r
```

Write S for the first-order shift:

S = ∫₀ᴿ (V(r) + Z/r) ρ(r) dr.

Adding Z/r subtracts the point-nucleus potential energy -Z/r. The integral stops at R because the two potentials agree outside the sphere.

```lean
/-- The closed-form estimate of the shift. -/
def shiftEstimate (Z R s : ℝ) : ℝ :=
  6 * Z ^ 2 * (2 * Z * R) ^ s / (s * (s + 1) * (s + 3) * Real.Gamma (s + 1))
```

The estimate, called B from here on, is

B = 6Z²(2ZR)^s / (s(s+1)(s+3)Γ(s+1)).

## Sign and normalisation

```lean
/-- The difference between the sphere potential and the point-nucleus potential, in
factored form. -/
theorem potential_difference {Z R r : ℝ} (hR : 0 < R) (hr : 0 < r) :
    spherePotential Z R r + Z / r
      = Z * (R - r) ^ 2 * (2 * R + r) / (2 * R ^ 3 * r) := by
  unfold spherePotential
  field_simp
  ring
```

Names in braces are variables that Lean infers, and `hR` and `hr` are the hypotheses R > 0 and r > 0. By hand, put everything over the denominator 2R³r:

V(r) + Z/r = Z(2R³ - 3R²r + r³) / (2R³r),

and then factor

2R³ - 3R²r + r³ = (R - r)²(2R + r).

In the proof, `field_simp` clears the denominators and `ring` checks the remaining polynomial identity. With Z > 0 the right-hand side is visibly nonnegative, so the sphere binds the electron no more strongly than the point charge at any radius.

```lean
/-- For `Z > 0` and `s > -1` the radial density integrates to one over all radii. -/
theorem density_normalised {Z s : ℝ} (hZ : 0 < Z) (hs : -1 < s) :
    ∫ r in Set.Ioi (0 : ℝ), density Z s r = 1 := by
  have hs1 : 0 < s + 1 := by linarith
  have hZ2 : 0 < 2 * Z := by linarith
  have h := Real.integral_rpow_mul_exp_neg_mul_Ioi hs1 hZ2
  rw [add_sub_cancel_right] at h
  have hG : Real.Gamma (s + 1) ≠ 0 := (Real.Gamma_pos_of_pos hs1).ne'
  have hA : (2 * Z) ^ (s + 1) ≠ 0 := (Real.rpow_pos_of_pos hZ2 _).ne'
  unfold density amplitude
  rw [integral_const_mul, h, one_div, Real.inv_rpow hZ2.le]
  generalize (2 * Z) ^ (s + 1) = A at *
  generalize Real.Gamma (s + 1) = G at *
  field_simp
```

`Set.Ioi 0` is the half-line r > 0, and the statement is ∫₀^∞ ρ(r) dr = 1. It follows from the Gamma integral

∫₀^∞ r^s exp(-2Zr) dr = Γ(s+1) / (2Z)^(s+1),

which K cancels. The condition s > -1 is what makes this integral converge at the origin. Mathlib supplies the integral, and the rest of the proof is the cancellation.

## Trapping the exponential

```lean
/-- The first-order finite-nucleus shift lies between `exp (-2 Z R)` times the closed-form
estimate and the estimate itself. -/
theorem shift_bounds {Z R s : ℝ} (hZ : 0 < Z) (hR : 0 < R) (hs : 0 < s) :
    Real.exp (-(2 * Z * R)) * shiftEstimate Z R s ≤ shift Z R s ∧
      shift Z R s ≤ shiftEstimate Z R s := by
  have hZ2 : 0 < 2 * Z := by linarith
  have hG : 0 < Real.Gamma (s + 1) := Real.Gamma_pos_of_pos (by linarith)
  have hK : 0 < amplitude Z s := div_pos (Real.rpow_pos_of_pos hZ2 _) hG
  -- the integrand without its exponential, as a sum of three powers
  obtain ⟨w, hwdef⟩ : ∃ w : ℝ → ℝ, w = fun r => amplitude Z s * Z *
      (r ^ (s - 1) - 3 / (2 * R) * r ^ s + 1 / (2 * R ^ 3) * r ^ (s + 2)) := ⟨_, rfl⟩
  have hw : ∀ r, 0 < r →
      w r = (spherePotential Z R r + Z / r) * (amplitude Z s * r ^ s) := by
    intro r hr
    have p2 : r ^ (s + 2) = r ^ s * r ^ 2 := by
      rw [Real.rpow_add hr, Real.rpow_two]
    simp only [hwdef]
    rw [p2, Real.rpow_sub_one hr.ne']
    unfold spherePotential
    generalize r ^ s = P
    generalize amplitude Z s = K
    field_simp
    ring
  have hw0 : ∀ r, 0 < r → 0 ≤ w r := by
    intro r hr
    rw [hw r hr, potential_difference hR hr]
    have := Real.rpow_pos_of_pos hr s
    positivity
  have i1 : IntervalIntegrable (fun r : ℝ => r ^ (s - 1)) volume 0 R :=
    intervalIntegral.intervalIntegrable_rpow' (by linarith)
  have i2 : IntervalIntegrable (fun r : ℝ => 3 / (2 * R) * r ^ s) volume 0 R :=
    (intervalIntegral.intervalIntegrable_rpow' (by linarith)).const_mul _
  have i3 : IntervalIntegrable (fun r : ℝ => 1 / (2 * R ^ 3) * r ^ (s + 2)) volume 0 R :=
    (intervalIntegral.intervalIntegrable_rpow' (by linarith)).const_mul _
  have i12 : IntervalIntegrable (fun r : ℝ => r ^ (s - 1) - 3 / (2 * R) * r ^ s)
      volume 0 R := i1.sub i2
  have hwi : IntervalIntegrable w volume 0 R := by
    rw [hwdef]
    exact (i12.add i3).const_mul _
  -- the three power integrals add up to the estimate
  have hwint : ∫ r in (0 : ℝ)..R, w r = shiftEstimate Z R s := by
    have p3 : R ^ (s + 3) = R ^ s * R ^ 3 := by
      rw [Real.rpow_add hR]
      congr 1
      exact_mod_cast Real.rpow_natCast R 3
    simp only [hwdef]
    rw [intervalIntegral.integral_const_mul, intervalIntegral.integral_add i12 i3,
      intervalIntegral.integral_sub i1 i2, intervalIntegral.integral_const_mul,
      intervalIntegral.integral_const_mul, integral_rpow (Or.inl (by linarith)),
      integral_rpow (Or.inl (by linarith)), integral_rpow (Or.inl (by linarith)),
      show s - 1 + 1 = s by ring, show s + 2 + 1 = s + 3 by ring,
      Real.zero_rpow hs.ne', Real.zero_rpow (by linarith : s + 1 ≠ 0),
      Real.zero_rpow (by linarith : s + 3 ≠ 0), p3, Real.rpow_add_one hR.ne']
    unfold amplitude shiftEstimate
    rw [Real.rpow_add_one hZ2.ne', Real.mul_rpow hZ2.le hR.le]
    generalize (2 * Z) ^ s = A
    generalize R ^ s = P
    generalize Real.Gamma (s + 1) = G at *
    field_simp
    ring
  have hF : shift Z R s = ∫ r in (0 : ℝ)..R, w r * Real.exp (-(2 * Z * r)) := by
    unfold shift
    rw [intervalIntegral.integral_of_le hR.le, intervalIntegral.integral_of_le hR.le]
    refine setIntegral_congr_fun measurableSet_Ioc (fun r hr => ?_)
    simp only [hw r hr.1, density]
    ring
  have hFi : IntervalIntegrable (fun r => w r * Real.exp (-(2 * Z * r))) volume 0 R :=
    hwi.mul_continuousOn (by fun_prop)
  -- inside the nucleus the exponential lies between `exp (-2 Z R)` and one
  constructor
  · rw [hF, ← hwint, ← intervalIntegral.integral_const_mul]
    refine intervalIntegral.integral_mono_on_of_le_Ioo hR.le (hwi.const_mul _) hFi
      (fun r hr => ?_)
    have he : Real.exp (-(2 * Z * R)) ≤ Real.exp (-(2 * Z * r)) :=
      Real.exp_le_exp.mpr (by nlinarith [hr.2])
    nlinarith [mul_le_mul_of_nonneg_left he (hw0 r hr.1)]
  · rw [hF, ← hwint]
    refine intervalIntegral.integral_mono_on_of_le_Ioo hR.le hFi hwi (fun r hr => ?_)
    have he : Real.exp (-(2 * Z * r)) ≤ 1 :=
      Real.exp_le_one_iff.mpr (by nlinarith [mul_pos hZ hr.1])
    nlinarith [mul_le_mul_of_nonneg_left he (hw0 r hr.1)]
```

For positive Z, R and s the theorem states

exp(-2ZR) B ≤ S ≤ B.

The symbol `∧` means "and". By hand, define the integrand without its exponential:

w(r) = K r^s (V(r) + Z/r) = KZ [r^(s-1) - 3r^s/(2R) + r^(s+2)/(2R³)].

The first power may diverge at the origin when s < 1, but it is integrable for every s > 0. Integrating term by term gives

∫₀ᴿ w dr = KZR^s [1/s - 3/(2(s+1)) + 1/(2(s+3))].

Over the common denominator 2s(s+1)(s+3), the numerator in the bracket is

2(s+1)(s+3) - 3s(s+3) + s(s+1) = 6.

The bracket is therefore 3/(s(s+1)(s+3)). Inserting K = 2Z(2Z)^s/Γ(s+1) turns the integral into B. Since w(r) ≥ 0 and

exp(-2ZR) ≤ exp(-2Zr) ≤ 1 for 0 < r < R,

multiplying by w(r) and integrating gives both bounds.

The Lean proof follows this order through named intermediate facts, each introduced by `have`:

- `hw` shows that the three-power form of w(r) equals K r^s (V(r) + Z/r) at r > 0, and `hw0` gets w(r) ≥ 0 from `potential_difference`.
- `i1`, `i2` and `i3` establish that the three powers are integrable, and `hwi` combines them.
- `hwint` carries out the integration and obtains B. There `generalize` replaces real powers and the Gamma value by plain letters, so that `field_simp` and `ring` face ordinary algebra.
- `hF` rewrites S as the integral of w(r) exp(-2Zr), and `hFi` records that this product is integrable.

The two bullets after `constructor` prove the lower and the upper bound. Each uses monotonicity of the integral, with the inequality checked only for 0 < r < R. Lean's convention that Z/0 is 0 therefore has no influence on the result.

## How good the estimate is

```lean
/-- The closed-form estimate is positive. -/
theorem shiftEstimate_pos {Z R s : ℝ} (hZ : 0 < Z) (hR : 0 < R) (hs : 0 < s) :
    0 < shiftEstimate Z R s := by
  have hG : 0 < Real.Gamma (s + 1) := Real.Gamma_pos_of_pos (by linarith)
  have hP : 0 < (2 * Z * R) ^ s := Real.rpow_pos_of_pos (by positivity) _
  unfold shiftEstimate
  positivity
```

B is positive because each of its factors is. This is needed for the division by B in the limit below.

```lean
/-- The estimate differs from the first-order shift by at most the fraction `2 Z R` of
the estimate. -/
theorem shift_error {Z R s : ℝ} (hZ : 0 < Z) (hR : 0 < R) (hs : 0 < s) :
    |shift Z R s - shiftEstimate Z R s| ≤ 2 * Z * R * shiftEstimate Z R s := by
  obtain ⟨h1, h2⟩ := shift_bounds hZ hR hs
  have hB := shiftEstimate_pos hZ hR hs
  have he := mul_le_mul_of_nonneg_right (Real.add_one_le_exp (-(2 * Z * R))) hB.le
  rw [abs_of_nonpos (by linarith)]
  linarith
```

With x = 2ZR, the bounds give

0 ≤ B - S ≤ (1 - exp(-x)) B ≤ xB.

The last step is the inequality 1 - x ≤ exp(-x), which Mathlib provides as `Real.add_one_le_exp`. The error, measured as a fraction of B, is thus at most 2ZR, the nuclear radius in units of 1/(2Z), the decay length of the density.

```lean
/-- The ratio of the first-order shift to the estimate tends to one as the nuclear radius
shrinks to zero. -/
theorem shift_ratio_tendsto {Z s : ℝ} (hZ : 0 < Z) (hs : 0 < s) :
    Tendsto (fun R => shift Z R s / shiftEstimate Z R s) (𝓝[>] 0) (𝓝 1) := by
  have hlow : Tendsto (fun R : ℝ => Real.exp (-(2 * Z * R))) (𝓝[>] 0) (𝓝 1) :=
    (Continuous.tendsto' (by fun_prop) 0 1 (by simp)).mono_left nhdsWithin_le_nhds
  refine tendsto_of_tendsto_of_tendsto_of_le_of_le' hlow tendsto_const_nhds ?_ ?_
  · filter_upwards [self_mem_nhdsWithin] with R hR
    exact (le_div_iff₀ (shiftEstimate_pos hZ hR hs)).mpr (shift_bounds hZ hR hs).1
  · filter_upwards [self_mem_nhdsWithin] with R hR
    exact (div_le_one (shiftEstimate_pos hZ hR hs)).mpr (shift_bounds hZ hR hs).2
```

Here `𝓝[>] 0` means that R approaches zero through positive values, and `𝓝 1` that the ratio approaches one. So S/B → 1 as R → 0⁺, with Z and s held fixed. Dividing the bounds by B gives

exp(-2ZR) ≤ S/B ≤ 1,

and both ends tend to 1. The long lemma name in the proof is Mathlib's squeeze theorem, and the two `filter_upwards` steps supply the inequalities for R > 0.

The limit compares the estimate with the first-order integral, not with the difference between the exact energy levels of the two nuclei. The density stays that of the point nucleus throughout, so the response of the wavefunction to the extended charge is left out.

## The mean-square radius at s = 2

```lean
/-- For a uniform sphere the radial integral of `r ^ 2` weighted by the volume element
`r ^ 2` is `3 R ^ 2 / 5` times the integral of the volume element. -/
theorem sphere_mean_square (R : ℝ) :
    ∫ r in (0 : ℝ)..R, r ^ 4 = 3 * R ^ 2 / 5 * ∫ r in (0 : ℝ)..R, r ^ 2 := by
  rw [integral_pow, integral_pow]
  norm_num
  ring
```

For a uniform charge distribution, the mean of r² is the integral of r² · r² divided by the integral of r². The two integrals are R⁵/5 and R³/3, so for R > 0 the mean-square radius is

⟨r²⟩ = 3R²/5.

Lean states this as a relation between the integrals, without dividing, and in that form it holds for every real R.

```lean
/-- For `s = 2` the shift is at most `(2/3) Z ^ 4` times `3 R ^ 2 / 5`, and at least
`exp (-2 Z R)` times that value. -/
theorem nonrelativistic_bounds {Z R : ℝ} (hZ : 0 < Z) (hR : 0 < R) :
    Real.exp (-(2 * Z * R)) * (2 / 3 * Z ^ 4 * (3 * R ^ 2 / 5)) ≤ shift Z R 2 ∧
      shift Z R 2 ≤ 2 / 3 * Z ^ 4 * (3 * R ^ 2 / 5) := by
  have hB : shiftEstimate Z R 2 = 2 / 3 * Z ^ 4 * (3 * R ^ 2 / 5) := by
    unfold shiftEstimate
    rw [Real.Gamma_add_one two_ne_zero, Real.Gamma_two, Real.rpow_two]
    ring
  rw [← hB]
  exact shift_bounds hZ hR two_pos

end

end UniformSphereShift
```

At s = 2 the Gamma factor is Γ(3) = 2, and

B = 6Z² · 4Z²R² / (2 · 3 · 5 · 2) = 2Z⁴R²/5 = (2/3) Z⁴ · (3R²/5).

The proof establishes this value as `hB` and then applies `shift_bounds` with s = 2. Read with the mean-square radius above, the upper bound is (2/3)Z⁴⟨r²⟩, and the lower bound is exp(-2ZR) times that. This is the opening calculation again, now as a special case.

In relativistic electronic-structure work with a uniform-sphere nucleus, the bounds of `shift_bounds` with s = 2γ, not the s = 2 bounds just given, can check a numerically computed first-order 1s shift, provided that it is for a single electron and uses the point-nucleus Dirac density.

```lean
#print axioms UniformSphereShift.shift_bounds
#print axioms UniformSphereShift.shift_error
#print axioms UniformSphereShift.sphere_mean_square
#print axioms UniformSphereShift.nonrelativistic_bounds
```

```
'UniformSphereShift.shift_bounds' depends on axioms: [propext, Classical.choice, Quot.sound]
'UniformSphereShift.shift_error' depends on axioms: [propext, Classical.choice, Quot.sound]
'UniformSphereShift.sphere_mean_square' depends on axioms: [propext, Classical.choice, Quot.sound]
'UniformSphereShift.nonrelativistic_bounds' depends on axioms: [propext, Classical.choice, Quot.sound]
```
